# Second derivatives of ‖r‖^(-p) away from the origin, and the dipole interaction tensor

For a point r ≠ 0 of d-dimensional Euclidean space and any real p,

∂_i ∂_j ‖r‖^(-p) = p ‖r‖^(-p-4) ((p+2) r_i r_j − ‖r‖² δ_ij).

For p = 1 and d = 3 this is the tensor that couples two point dipoles,

T_ij = (3 r_i r_j − ‖r‖² δ_ij) / ‖r‖⁵.

It enters the electrostatics of polarisable force fields and the r⁻⁶ dispersion energy, in both cases for point dipoles at a fixed, non-zero separation. Units are such that two unit charges at distance ‖r‖ have energy 1/‖r‖.

The first two derivatives are taken in an arbitrary real inner product space `E`, along arbitrary directions. Coordinates come later, labelled by a finite type `ι` whose number of elements is d.

```lean
import Mathlib

open Matrix

namespace DipoleInteractionTensor

noncomputable section

variable {E : Type*} [NormedAddCommGroup E] [InnerProductSpace ℝ E]
variable {ι : Type*} [Fintype ι] [DecidableEq ι]
```

## The first derivative along a direction

Let u be a direction and s a real exponent. Along the line r + t u,

‖r + t u‖² = ‖r‖² + 2t (r·u) + t² ‖u‖²,

so the squared distance has derivative 2 (r·u) at t = 0. The distance is its square root, and since ‖r‖ ≠ 0 the chain rule gives

d/dt ‖r + t u‖ = 2 (r·u) / (2‖r‖) = (r·u) / ‖r‖.

A second use of the chain rule, for the power s, gives

d/dt ‖r + t u‖^s = s ‖r‖^(s-1) (r·u) / ‖r‖ = s ‖r‖^(s-2) (r·u).

In Lean, `HasLineDerivAt ℝ f f' r u` says that f has the derivative f' at r along u, and `inner ℝ r u` is r·u. The proof takes the same route: `hsq` is the derivative of the square, `hsq.sqrt` that of the distance and `h.rpow_const` that of the power. The last lines combine the exponents.

```lean
/-- Away from the origin, the derivative of the power `‖r‖ ^ s` of the distance along a
direction `u` is `s ‖r‖ ^ (s - 2) (r · u)`. -/
theorem hasLineDerivAt_norm_rpow (s : ℝ) {r : E} (hr : r ≠ 0) (u : E) :
    HasLineDerivAt ℝ (fun x : E => ‖x‖ ^ s) (s * ‖r‖ ^ (s - 2) * inner ℝ r u) r u := by
  change HasDerivAt (fun t : ℝ => ‖r + t • u‖ ^ s) _ 0
  have hn : ‖r‖ ≠ 0 := norm_ne_zero_iff.mpr hr
  have hl : HasDerivAt (fun t : ℝ => r + t • u) u 0 := by
    simpa using ((hasDerivAt_id (0 : ℝ)).smul_const u).const_add r
  -- the distance is the square root of the smooth function `‖r + t u‖ ^ 2`
  have hsq : HasDerivAt (fun t : ℝ => ‖r + t • u‖ ^ 2) (2 * inner ℝ r u) 0 := by
    simpa using hl.norm_sq
  have hs : ∀ x : E, √(‖x‖ ^ 2) = ‖x‖ := fun x => Real.sqrt_sq (norm_nonneg x)
  have h := hsq.sqrt (by simpa using hr)
  simp only [hs, zero_smul, add_zero] at h
  have h2 := h.rpow_const (p := s) (Or.inl (by simpa using hr))
  refine h2.congr_deriv ?_
  simp only [zero_smul, add_zero]
  have e : ‖r‖ ^ (s - 1) = ‖r‖ ^ (s - 2) * ‖r‖ := by
    rw [show s - 1 = (s - 2) + 1 by ring, Real.rpow_add_one hn]
  rw [e, mul_div_mul_left _ _ (two_ne_zero : (2 : ℝ) ≠ 0)]
  linear_combination s * ‖r‖ ^ (s - 2) * (div_mul_cancel₀ (inner ℝ r u) hn)
```

## Bringing both terms to the same power

The second derivative will contain ‖r‖^(-p-2) in one term and ‖r‖^(-p-4) in the other. They are related by

‖r‖^(-p-2) = ‖r‖^(-p-4) ‖r‖².

The exponents here are real numbers, so the rule for adding them is applied with ‖r‖ > 0.

```lean
omit [InnerProductSpace ℝ E] in
/-- For `r ≠ 0`, two powers of the distance can be split off: `‖r‖ ^ (-p - 2)` equals
`‖r‖ ^ (-p - 4)` times `‖r‖ ^ 2`. -/
theorem norm_rpow_split (p : ℝ) {r : E} (hr : r ≠ 0) :
    ‖r‖ ^ (-p - 2) = ‖r‖ ^ (-p - 4) * ‖r‖ ^ 2 := by
  rw [← Real.rpow_natCast, ← Real.rpow_add (norm_pos_iff.mpr hr)]
  congr 1
  push_cast
  ring
```

## The second derivative

By the first step with s = −p, the derivative along v at a point x ≠ 0 is

−p ‖x‖^(-p-2) (x·v).

Now differentiate this along u at x = r. The power contributes (−p−2) ‖r‖^(-p-4) (r·u), the factor x·v contributes u·v, and the product rule gives

−p [(−p−2) ‖r‖^(-p-4) (r·u)(r·v) + ‖r‖^(-p-2) (u·v)]
= p ‖r‖^(-p-4) [(p+2) (r·u)(r·v) − ‖r‖² (u·v)].

One point is easily passed over by hand. To differentiate a derivative, one must know it in a neighbourhood of r and not only at r: the functions t and 0 agree at t = 0 and have different slopes there. Mathlib expresses this with `congr_of_eventuallyEq`, which carries a derivative from one function to another if the two agree for all t close enough to 0. Here the first function is the explicit product and the second is the actual `lineDeriv`. Since r ≠ 0 and the line is continuous, r + t u stays away from the origin for small t. That is `hne`, and `hne.mono` turns it into the required agreement by applying the first-derivative theorem at each such point.

In the code, `hpow` and `hin` are the derivatives of the two factors, and `fun_mul` is the product rule.

```lean
/-- Away from the origin, differentiating `‖r‖ ^ (-p)` along `v` and then along `u` gives
`p ‖r‖ ^ (-p - 4) ((p + 2) (r · u) (r · v) - ‖r‖ ^ 2 (u · v))`. -/
theorem hasLineDerivAt_lineDeriv_norm_rpow (p : ℝ) {r : E} (hr : r ≠ 0) (u v : E) :
    HasLineDerivAt ℝ (fun x : E => lineDeriv ℝ (fun y : E => ‖y‖ ^ (-p)) x v)
      (p * ‖r‖ ^ (-p - 4) *
        ((p + 2) * inner ℝ r u * inner ℝ r v - ‖r‖ ^ 2 * inner ℝ u v)) r u := by
  change HasDerivAt
    (fun t : ℝ => lineDeriv ℝ (fun y : E => ‖y‖ ^ (-p)) (r + t • u) v) _ 0
  have hpow : HasDerivAt (fun t : ℝ => ‖r + t • u‖ ^ (-p - 2))
      ((-p - 2) * ‖r‖ ^ (-p - 2 - 2) * inner ℝ r u) 0 :=
    hasLineDerivAt_norm_rpow (-p - 2) hr u
  have hin : HasDerivAt (fun t : ℝ => inner ℝ (r + t • u) v) (inner ℝ u v) 0 := by
    have hf : (fun t : ℝ => inner ℝ (r + t • u) v)
        = fun t : ℝ => t * inner ℝ u v + inner ℝ r v := by
      ext t
      rw [inner_add_left, real_inner_smul_left]
      ring
    rw [hf]
    exact (hasDerivAt_mul_const (inner ℝ u v)).add_const _
  -- the line stays away from the origin for small `t`, where the first derivative is known
  have hc : ContinuousAt (fun t : ℝ => r + t • u) 0 := by fun_prop
  have hne := hc.eventually_ne (show r + (0 : ℝ) • u ≠ 0 by simpa using hr)
  refine (((hpow.const_mul (-p)).fun_mul hin).congr_of_eventuallyEq
    (hne.mono fun t ht => (hasLineDerivAt_norm_rpow (-p) ht v).lineDeriv)).congr_deriv ?_
  simp only [zero_smul, add_zero]
  rw [show -p - 2 - 2 = -p - 4 by ring, norm_rpow_split p hr]
  ring
```

## The tensor as a matrix of partial derivatives

The interaction tensor is defined by differentiation, so its closed form is something to prove. The entry with indices i and j is obtained by differentiating along axis j first and along axis i second:

T_ij(r) = ∂_i (∂_j ‖r‖^(-p)).

The unit vector e_i along axis i is `EuclideanSpace.single i 1`. Lean's `lineDeriv` returns 0 where no derivative exists, but for r ≠ 0 the preceding theorem shows that the derivatives do exist.

```lean
/-- The interaction tensor of the potential `‖r‖ ^ (-p)`: the matrix of its second partial
derivatives at a point `r ≠ 0`. -/
def interactionTensor (p : ℝ) (r : EuclideanSpace ℝ ι) : Matrix ι ι ℝ :=
  Matrix.of fun i j =>
    lineDeriv ℝ (fun x : EuclideanSpace ℝ ι =>
      lineDeriv ℝ (fun y : EuclideanSpace ℝ ι => ‖y‖ ^ (-p)) x (EuclideanSpace.single j 1))
      r (EuclideanSpace.single i 1)
```

Put u = e_i and v = e_j in the general formula. Then r·e_i = r_i, r·e_j = r_j and e_i·e_j = δ_ij, which gives the closed form stated at the beginning. The Kronecker delta appears as an entry of the identity matrix, `(1 : Matrix ι ι ℝ) i j`. As a quick test, p = −2 gives 2 δ_ij, as it should for the function ‖r‖².

```lean
/-- For `r ≠ 0`, the second partial derivatives of `‖r‖ ^ (-p)` are
`p ‖r‖ ^ (-p - 4) ((p + 2) r_i r_j - ‖r‖ ^ 2 δ_ij)`. -/
theorem interactionTensor_apply (p : ℝ) {r : EuclideanSpace ℝ ι} (hr : r ≠ 0) (i j : ι) :
    interactionTensor p r i j = p * ‖r‖ ^ (-p - 4) *
      ((p + 2) * r i * r j - ‖r‖ ^ 2 * (1 : Matrix ι ι ℝ) i j) := by
  have h := (hasLineDerivAt_lineDeriv_norm_rpow p hr
    (EuclideanSpace.single i 1) (EuclideanSpace.single j 1)).lineDeriv
  have hi : ∀ k, inner ℝ r (EuclideanSpace.single k (1 : ℝ)) = r k := by
    intro k
    simp [EuclideanSpace.inner_single_right]
  have hij : inner ℝ (EuclideanSpace.single i (1 : ℝ)) (EuclideanSpace.single j (1 : ℝ))
      = (1 : Matrix ι ι ℝ) i j := by
    rw [EuclideanSpace.inner_single_left]
    by_cases hh : i = j
    · subst hh
      simp
    · simp [hh]
  rw [hi, hi, hij] at h
  exact h
```

Exchanging i and j changes neither r_i r_j nor δ_ij, so T_ij = T_ji.

```lean
/-- For `r ≠ 0`, the interaction tensor is symmetric. -/
theorem interactionTensor_isSymm (p : ℝ) {r : EuclideanSpace ℝ ι} (hr : r ≠ 0) :
    (interactionTensor p r).IsSymm := by
  refine Matrix.IsSymm.ext fun i j => ?_
  have h1 : (1 : Matrix ι ι ℝ) j i = (1 : Matrix ι ι ℝ) i j := by
    simp [Matrix.one_apply, eq_comm]
  rw [interactionTensor_apply p hr, interactionTensor_apply p hr, h1]
  ring
```

## Action on a vector and principal axes

Multiply the closed form by v_j and sum over j:

Σ_j T_ij v_j = p ‖r‖^(-p-4) ((p+2) r_i (r·v) − ‖r‖² v_i).

In Lean, `*ᵥ` is the product of a matrix and a vector, `⬝ᵥ` is the dot product, and `r.ofLp` is r read as a plain list of coordinates. The `calc` block splits the sum into the same two parts.

```lean
/-- For `r ≠ 0`, the interaction tensor sends a vector `v` to
`p ‖r‖ ^ (-p - 4) ((p + 2) (r · v) r - ‖r‖ ^ 2 v)`. -/
theorem interactionTensor_mulVec (p : ℝ) {r : EuclideanSpace ℝ ι} (hr : r ≠ 0) (v : ι → ℝ) :
    interactionTensor p r *ᵥ v = (p * ‖r‖ ^ (-p - 4)) •
      (((p + 2) * (r.ofLp ⬝ᵥ v)) • r.ofLp - ‖r‖ ^ 2 • v) := by
  ext i
  have h1 : ∑ j, (1 : Matrix ι ι ℝ) i j * v j = v i := congrFun (Matrix.one_mulVec v) i
  simp only [Pi.smul_apply, Pi.sub_apply, smul_eq_mul, Matrix.mulVec, dotProduct]
  calc ∑ j, interactionTensor p r i j * v j
      = p * ‖r‖ ^ (-p - 4) * ((p + 2) * r i * ∑ j, r j * v j
          - ‖r‖ ^ 2 * ∑ j, (1 : Matrix ι ι ℝ) i j * v j) := by
        rw [Finset.mul_sum, Finset.mul_sum, ← Finset.sum_sub_distrib, Finset.mul_sum]
        refine Finset.sum_congr rfl fun j _ => ?_
        rw [interactionTensor_apply p hr]
        ring
    _ = _ := by
        rw [h1]
        ring
```

For v = r the bracket becomes (p+2) ‖r‖² r − ‖r‖² r = (p+1) ‖r‖² r. For v perpendicular to r only −‖r‖² v remains. Hence

T r = p (p+1) ‖r‖^(-p-2) r,
T v = −p ‖r‖^(-p-2) v  if r·v = 0.

With p = 1 the factors are 2/‖r‖³ along the separation and −1/‖r‖³ across it. This is why, at the same distance, two dipoles of fixed size attract twice as strongly head to tail as they do side by side and antiparallel.

```lean
/-- For `r ≠ 0`, the interaction tensor multiplies the separation `r` by
`p (p + 1) ‖r‖ ^ (-p - 2)` and every vector perpendicular to `r` by `-p ‖r‖ ^ (-p - 2)`. -/
theorem interactionTensor_principal_axes (p : ℝ) {r : EuclideanSpace ℝ ι} (hr : r ≠ 0) :
    interactionTensor p r *ᵥ r.ofLp = (p * (p + 1) * ‖r‖ ^ (-p - 2)) • r.ofLp ∧
    ∀ v : ι → ℝ, r.ofLp ⬝ᵥ v = 0 →
      interactionTensor p r *ᵥ v = (-p * ‖r‖ ^ (-p - 2)) • v := by
  have hrr : r.ofLp ⬝ᵥ r.ofLp = ‖r‖ ^ 2 := by
    rw [EuclideanSpace.norm_sq_eq]
    simp only [dotProduct]
    exact Finset.sum_congr rfl fun i _ => by rw [Real.norm_eq_abs, sq_abs, sq]
  constructor
  · rw [interactionTensor_mulVec p hr, hrr, norm_rpow_split p hr]
    module
  · intro v hv
    rw [interactionTensor_mulVec p hr, hv, norm_rpow_split p hr]
    module
```

## The dipole tensor and the energy of two dipoles

Setting p = 1 turns the prefactor into ‖r‖^(-5), and p + 2 into 3. The formula holds in every dimension d ≥ 1, although 1/‖r‖ is the Coulomb potential of a point charge only in three-dimensional space.

```lean
/-- For `r ≠ 0`, the second partial derivatives of the function `1 / ‖r‖` form the dipole tensor
`(3 r_i r_j - ‖r‖ ^ 2 δ_ij) / ‖r‖ ^ 5`. -/
theorem dipoleTensor_apply {r : EuclideanSpace ℝ ι} (hr : r ≠ 0) (i j : ι) :
    interactionTensor 1 r i j
      = (3 * r i * r j - ‖r‖ ^ 2 * (1 : Matrix ι ι ℝ) i j) / ‖r‖ ^ 5 := by
  rw [interactionTensor_apply 1 hr, show (-1 - 4 : ℝ) = -((5 : ℕ) : ℝ) by norm_num,
    Real.rpow_neg (norm_nonneg r), Real.rpow_natCast]
  ring
```

A dipole b at the origin produces the potential −b·∇(1/‖r‖), and hence the field T b at r. A dipole a placed there has the energy

−a·T b = −(3 (a·r)(r·b) − ‖r‖² (a·b)) / ‖r‖⁵
= (a·b)/‖r‖³ − 3 (a·r)(r·b)/‖r‖⁵.

The theorem starts from the expression −a·T b and proves the second line; the electrostatic argument that leads to −a·T b is physical input. Because r ≠ 0 is assumed, the contact term of the point-dipole field at the origin does not enter. The short-range damping that many force fields add is absent for a different reason: T is built here from the undamped potential 1/‖r‖.

```lean
/-- For `r ≠ 0`, the energy `-a · T b` of two point dipoles `a` and `b` coupled by the dipole
tensor `T` is `a · b / ‖r‖ ^ 3 - 3 (a · r) (r · b) / ‖r‖ ^ 5`. -/
theorem dipole_dipole_energy {r : EuclideanSpace ℝ ι} (hr : r ≠ 0) (a b : ι → ℝ) :
    -(a ⬝ᵥ interactionTensor 1 r *ᵥ b)
      = (a ⬝ᵥ b) / ‖r‖ ^ 3 - 3 * (a ⬝ᵥ r.ofLp) * (r.ofLp ⬝ᵥ b) / ‖r‖ ^ 5 := by
  have hn : ‖r‖ ≠ 0 := norm_ne_zero_iff.mpr hr
  rw [interactionTensor_mulVec 1 hr, show (-1 - 4 : ℝ) = -((5 : ℕ) : ℝ) by norm_num,
    Real.rpow_neg (norm_nonneg r), Real.rpow_natCast]
  simp only [dotProduct_smul, dotProduct_sub, smul_eq_mul]
  have h3 : (a ⬝ᵥ b) / ‖r‖ ^ 3 = ‖r‖ ^ 2 * (a ⬝ᵥ b) / ‖r‖ ^ 5 := by
    rw [div_eq_div_iff (pow_ne_zero 3 hn) (pow_ne_zero 5 hn)]
    ring
  rw [h3]
  ring
```

In a model of induced dipoles without damping, the product T b is the field at one site due to the dipole b at another. The matrix need not be stored. One computes the number c = r·b and then the vector

field = 3 c r / ‖r‖⁵ − b / ‖r‖³,

which is the formula for T v with p = 1 and v = b. For a finite set of sites, a simple iterative solver sums these fields over all pairs, adds the field from all other sources, such as permanent charges, updates the induced dipoles and repeats until they change by less than a chosen tolerance. Without damping, this iteration can diverge when polarisable sites are close together. Programs for large or periodic systems often replace the direct sum over pairs by other methods. The sign convention should be compared before tensors are exchanged between programs, since some define T with the opposite sign and write the energy as +a·T b.

## The factor 6/‖r‖⁶ in three dimensions

Expand the square of the numerator and sum over i and j, using Σ_i r_i² = ‖r‖² and Σ_i δ_ii = 3:

Σ_ij (3 r_i r_j − ‖r‖² δ_ij)² = 9‖r‖⁴ − 6‖r‖⁴ + 3‖r‖⁴ = 6‖r‖⁴.

Division by ‖r‖¹⁰ gives

Σ_ij T_ij² = 6 / ‖r‖⁶.

The principal axes give the same number, since 2² + 1² + 1² = 6. In second-order perturbation theory for two isotropic atoms, with only the unretarded dipole coupling kept, the dispersion energy is proportional to this sum, which is how the London energy gets its r⁻⁶ dependence. The perturbation theory itself is not formalised here; the theorem supplies the geometrical factor.

In the proof, `key` is the sum of the squared numerators. Lean writes out all nine terms in the coordinates r_0, r_1, r_2 and leaves the polynomial identity to `ring`.

```lean
/-- In three dimensions and for `r ≠ 0`, the squares of all components of the dipole tensor
add up to `6 / ‖r‖ ^ 6`. -/
theorem dipoleTensor_sum_sq {r : EuclideanSpace ℝ (Fin 3)} (hr : r ≠ 0) :
    ∑ i, ∑ j, interactionTensor 1 r i j ^ 2 = 6 / ‖r‖ ^ 6 := by
  have hn : ‖r‖ ≠ 0 := norm_ne_zero_iff.mpr hr
  have hN : ‖r‖ ^ 2 = r 0 ^ 2 + r 1 ^ 2 + r 2 ^ 2 := by
    rw [EuclideanSpace.norm_sq_eq, Fin.sum_univ_three]
    simp only [Real.norm_eq_abs, sq_abs]
  -- the numerators alone give `6 ‖r‖ ^ 4`
  have key : ∑ i, ∑ j, (3 * r i * r j - ‖r‖ ^ 2 * (1 : Matrix (Fin 3) (Fin 3) ℝ) i j) ^ 2
      = 6 * (‖r‖ ^ 2) ^ 2 := by
    rw [hN]
    simp [Fin.sum_univ_three, Matrix.one_apply]
    ring
  simp only [dipoleTensor_apply hr, div_pow, ← Finset.sum_div]
  rw [key, div_eq_div_iff (pow_ne_zero 2 (pow_ne_zero 5 hn)) (pow_ne_zero 6 hn)]
  ring

end

end DipoleInteractionTensor
```

```lean
#print axioms DipoleInteractionTensor.interactionTensor_principal_axes
-- 'DipoleInteractionTensor.interactionTensor_principal_axes' depends on axioms: [propext, Classical.choice, Quot.sound]
#print axioms DipoleInteractionTensor.dipoleTensor_apply
-- 'DipoleInteractionTensor.dipoleTensor_apply' depends on axioms: [propext, Classical.choice, Quot.sound]
#print axioms DipoleInteractionTensor.dipole_dipole_energy
-- 'DipoleInteractionTensor.dipole_dipole_energy' depends on axioms: [propext, Classical.choice, Quot.sound]
#print axioms DipoleInteractionTensor.dipoleTensor_sum_sq
-- 'DipoleInteractionTensor.dipoleTensor_sum_sq' depends on axioms: [propext, Classical.choice, Quot.sound]
```
